# Absorption by a finite broadening in a perfect chain at band centre

Take an infinite chain with hopping $-1$ and zero on-site energy, and set the energy to $\tfrac32 i$. Try the amplitudes $\psi_n=(i/2)^n$. At site $0$ the hopping gives

$$-(\psi_1+\psi_{-1})=-\left(\tfrac i2-2i\right)=\tfrac32 i=\tfrac32 i\,\psi_0 ,$$

and every other site repeats this equation multiplied by a power of $i/2$. The wave is a solution, and its squared amplitude falls to a quarter at each step to the right, although the chain contains no scatterer. The imaginary energy alone absorbs it. The amplitudes $(-2i)^n$ solve the same equation and grow to the right.

## The chain, its decay factor and its kernel

Let the hopping be $-t$ and the energy $ih$, with $t,h$ real. The real part of the energy is zero, the centre of the band. The broadening $h>0$ is the imaginary part given to the energy in a retarded Green function; kept finite, it acts like a uniform absorbing potential $-ih$ on every site.

```lean
import Mathlib

open Complex (I)

namespace BandCentreAbsorption

noncomputable section
```

Amplitudes are arbitrary functions `ψ : ℤ → ℂ`, with no normalisation required, so growing and decaying waves are both admitted. The Hamiltonian is

$$(H\psi)_n=-t(\psi_{n+1}+\psi_{n-1}).$$

```lean
/-- The perfect infinite chain with hopping amplitude `-t` and zero on-site energy,
acting on site amplitudes `ψ`. -/
def chainHamiltonian (t : ℝ) (ψ : ℤ → ℂ) (n : ℤ) : ℂ :=
  -(t : ℂ) * (ψ (n + 1) + ψ (n - 1))
```

Write $a=\operatorname{arsinh}(h/2t)$ and $u=e^{-a}$. The number $u$ is `decayFactor t h`.

```lean
/-- The amplitude reduction per site, `exp (-arsinh (h / 2t))`, for broadening `h`. -/
def decayFactor (t h : ℝ) : ℝ := Real.exp (-Real.arsinh (h / (2 * t)))
```

For a complex number $z$, the last definition is the kernel $g_n=c\,z^{|n|}$ with $c=z/\bigl(t(z^2-1)\bigr)$. In Lean, `n.natAbs` is $|n|$ as a natural number.

```lean
/-- The kernel proportional to `z ^ |n|`, for a source at site `0`. -/
def chainGreen (t : ℝ) (z : ℂ) (n : ℤ) : ℂ :=
  z / ((t : ℂ) * (z ^ 2 - 1)) * z ^ n.natAbs
```

The model has one orbital per site, nearest-neighbour hopping and no interactions. It contains no leads, self-energies or transmission function. Its bearing on transport calculations is that, for this non-interacting chain at band centre, it gives the factor by which a finite broadening makes the squared Green function between two sites, a quantity that enters transmission formulas, fall with their distance. The broadening also lowers the value at the source, $|g_0|^2$, and this factor does not include that reduction.

## (a) Bloch waves and the dispersion relation

For $z\neq0$, show that $\psi_n=z^n$ satisfies $(H\psi)_n=ih\,\psi_n$ at every site exactly when

$$-t(z^2+1)=ihz .$$

**Solution.** The two sides of the chain equation are

$$-t(z^{n+1}+z^{n-1})=z^{n-1}\bigl[-t(z^2+1)\bigr],\qquad ih\,z^n=z^{n-1}\,[ihz].$$

Since $z^{n-1}\ne0$, they agree exactly when the brackets agree.

This is the usual relation $-t(z+1/z)=ih$ multiplied by $z$. In this form $z=0$ is excluded by the equation itself whenever $t\neq0$. In the Lean proof the forward direction needs only site $0$; the converse multiplies the relation by $z^n z^{-1}$.

```lean
/-- A Bloch wave `z ^ n` solves the chain equation at energy `ih` exactly when `z` obeys
the dispersion relation, written here multiplied by `z`. -/
theorem bloch_wave_iff (t h : ℝ) {z : ℂ} (hz0 : z ≠ 0) :
    (∀ n : ℤ, chainHamiltonian t (fun m => z ^ m) n = I * h * z ^ n) ↔
      -(t : ℂ) * (z ^ 2 + 1) = I * h * z := by
  have hinv : z * z⁻¹ = 1 := mul_inv_cancel₀ hz0
  constructor
  · intro H
    have h0 : -(t : ℂ) * (z ^ ((0 : ℤ) + 1) + z ^ ((0 : ℤ) - 1)) = I * h * z ^ (0 : ℤ) := H 0
    rw [zpow_add_one₀ hz0, zpow_sub_one₀ hz0, zpow_zero] at h0
    linear_combination z * h0 + (t : ℂ) * hinv
  · intro hz n
    change -(t : ℂ) * (z ^ (n + 1) + z ^ (n - 1)) = I * h * z ^ n
    rw [zpow_add_one₀ hz0, zpow_sub_one₀ hz0]
    generalize z ^ n = w
    linear_combination w * z⁻¹ * hz + ((t : ℂ) * w * z + I * h * w) * hinv
```

## (b) The equation obeyed by the decay factor

For $t,h>0$, show that $0<u<1$ and

$$t(1-u^2)=hu .$$

**Solution.** By the definition of $a$,

$$\frac{h}{2t}=\sinh a=\frac{e^a-e^{-a}}2=\frac{1/u-u}{2}.$$

Multiplying by $2tu$ gives the equation. An exponential is positive, so $u>0$. The right-hand side $hu$ is then positive, which forces $u^2<1$ and hence $u<1$.

In the code, `hs` is the formula for $\sinh a$ and `h1` is $e^ae^{-a}=1$; `linear_combination` joins them. The bound $u<1$ is proved by contradiction, since $u\ge1$ would make the left-hand side non-positive.

```lean
/-- The reduction factor `u` lies strictly between `0` and `1` and satisfies
`t (1 - u²) = h u`. -/
theorem decayFactor_spec {t h : ℝ} (ht : 0 < t) (hh : 0 < h) :
    0 < decayFactor t h ∧ decayFactor t h < 1 ∧
      t * (1 - decayFactor t h ^ 2) = h * decayFactor t h := by
  have hu : 0 < decayFactor t h := Real.exp_pos _
  have hrel : t * (1 - decayFactor t h ^ 2) = h * decayFactor t h := by
    unfold decayFactor
    have hs := Real.sinh_arsinh (h / (2 * t))
    rw [Real.sinh_eq, div_eq_div_iff two_ne_zero (by positivity)] at hs
    have h1 : Real.exp (Real.arsinh (h / (2 * t))) *
        Real.exp (-Real.arsinh (h / (2 * t))) = 1 := by
      rw [← Real.exp_add, add_neg_cancel, Real.exp_zero]
    linear_combination Real.exp (-Real.arsinh (h / (2 * t))) / 2 * hs - t * h1
  refine ⟨hu, ?_, hrel⟩
  by_contra hcon
  have hge : 1 ≤ decayFactor t h := not_lt.mp hcon
  have hpos : 0 < h * decayFactor t h := mul_pos hh hu
  have hsq : 0 ≤ t * (decayFactor t h ^ 2 - 1) := mul_nonneg ht.le (by nlinarith)
  linarith
```

## (c) The only root inside the unit disc

For $t,h>0$, show that the conditions $|z|<1$ and $-t(z^2+1)=ihz$ together are equivalent to

$$z=iu .$$

**Solution.** Multiply $t(z^2+1)+ihz=0$ by $u$ and replace $hu$ by $t(1-u^2)$:

$$0=t\bigl[uz^2+i(1-u^2)z+u\bigr]=t\,(z-iu)(uz+i).$$

The roots are $iu$ and $-i/u$. The second has modulus $1/u>1$, so only $iu$ remains. Conversely, $|iu|=u<1$, and

$$-t\bigl((iu)^2+1\bigr)=-t(1-u^2)=-hu=ih(iu).$$

The factorisation is `hprod`. For the second factor, Lean takes norms in $uz=-i$ to get $u|z|=1$, which is impossible when both numbers are below one.

```lean
/-- At band centre with broadening `h` there is exactly one Bloch factor inside the unit
disc, namely `i exp (-arsinh (h / 2t))`. -/
theorem decaying_solution_iff {t h : ℝ} (ht : 0 < t) (hh : 0 < h) (z : ℂ) :
    (‖z‖ < 1 ∧ -(t : ℂ) * (z ^ 2 + 1) = I * h * z) ↔ z = I * (decayFactor t h : ℂ) := by
  obtain ⟨hu, hu1, hr⟩ := decayFactor_spec ht hh
  generalize decayFactor t h = u at hu hu1 hr ⊢
  have hrC : (t : ℂ) * (1 - (u : ℂ) ^ 2) = h * u := by exact_mod_cast hr
  have htC : (t : ℂ) ≠ 0 := by exact_mod_cast ht.ne'
  constructor
  · rintro ⟨hz1, hz⟩
    -- the quadratic factors into its two roots `i u` and `-i / u`
    have hprod : (z - I * u) * (u * z + I) = 0 := by
      apply mul_left_cancel₀ htC
      linear_combination (-(u : ℂ)) * hz + I * z * hrC - (t : ℂ) * u * Complex.I_sq
    rcases mul_eq_zero.mp hprod with h1 | h1
    · exact sub_eq_zero.mp h1
    · -- the second root lies outside the unit disc
      exfalso
      have h2 : (u : ℂ) * z = -I := eq_neg_of_add_eq_zero_left h1
      have h3 : u * ‖z‖ = 1 := by
        have h4 := congrArg norm h2
        rwa [norm_mul, norm_neg, Complex.norm_I, Complex.norm_real,
          Real.norm_of_nonneg hu.le] at h4
      nlinarith [norm_nonneg z]
  · rintro rfl
    constructor
    · rw [norm_mul, Complex.norm_I, one_mul, Complex.norm_real, Real.norm_of_nonneg hu.le]
      exact hu1
    · linear_combination -hrC + (-(t : ℂ) * u ^ 2 - h * u) * Complex.I_sq
```

## (d) The absorption law and its lower bound

Let $t,h>0$, $|z|<1$ and $-t(z^2+1)=ihz$. Show that for every natural number $N$

$$|z|^{2N}=\exp\!\left(-2N\operatorname{arsinh}\frac{h}{2t}\right)\ \ge\ \exp\!\left(-\frac{Nh}{t}\right).$$

**Solution.** By (c), $|z|=u=e^{-a}$, so $|z|^{2N}=e^{-2Na}$. For $a\ge0$ we have $a\le\sinh a=h/2t$, hence $2Na\le Nh/t$. Reversing the sign and exponentiating gives the bound.

For the opening chain, $t=1$ and $h=\tfrac32$, so

$$a=\ln\!\left(\tfrac34+\sqrt{1+\tfrac9{16}}\right)=\ln2 .$$

One site gives $|z|^2=\tfrac14$, above $e^{-3/2}\approx0.223$.

The condition $|z|<1$ selects the wave that decays to the right. Without it the law fails: $z=-2i$ satisfies the dispersion relation for the same $t$ and $h$, but $|z|^2=4$.

The theorem joins the equality and the inequality by `∧`, with `hz1` and `hz` as the two conditions on $z$. The lemma `Real.self_le_sinh_iff` supplies $a\le\sinh a$. At $N=0$ both relations read $1=1$ and $1\le1$.

```lean
/-- Artificial absorption at band centre: over `N` sites the squared amplitude of the
decaying Bloch wave is multiplied by `exp (-2N arsinh (h / 2t))`, which is at least
`exp (-N h / t)`. -/
theorem artificial_absorption {t h : ℝ} (ht : 0 < t) (hh : 0 < h) {z : ℂ}
    (hz1 : ‖z‖ < 1) (hz : -(t : ℂ) * (z ^ 2 + 1) = I * h * z) (N : ℕ) :
    ‖z‖ ^ (2 * N) = Real.exp (-(2 * N * Real.arsinh (h / (2 * t)))) ∧
      Real.exp (-(N * h / t)) ≤ ‖z‖ ^ (2 * N) := by
  have hnorm : ‖z‖ = decayFactor t h := by
    rw [(decaying_solution_iff ht hh z).mp ⟨hz1, hz⟩, norm_mul, Complex.norm_I, one_mul,
      Complex.norm_real, Real.norm_of_nonneg (decayFactor_spec ht hh).1.le]
  have hexact : ‖z‖ ^ (2 * N) = Real.exp (-(2 * N * Real.arsinh (h / (2 * t)))) := by
    rw [hnorm, decayFactor, ← Real.exp_nat_mul]
    congr 1
    push_cast
    ring
  refine ⟨hexact, ?_⟩
  rw [hexact, Real.exp_le_exp]
  -- `arsinh x ≤ x` for `x ≥ 0`
  have ha : Real.arsinh (h / (2 * t)) ≤ h / (2 * t) := by
    have h1 := Real.self_le_sinh_iff.mpr
      (Real.arsinh_nonneg_iff.mpr (by positivity : 0 ≤ h / (2 * t)))
    rwa [Real.sinh_arsinh] at h1
  have h2 := mul_le_mul_of_nonneg_left ha (by positivity : (0 : ℝ) ≤ 2 * N)
  have h3 : 2 * (N : ℝ) * (h / (2 * t)) = N * h / t := by field_simp
  linarith
```

## (e) A hyperbolic inequality

For $a\ge0$, show that

$$\sinh a\le a\cosh a .$$

**Solution.** Let $f(x)=x\cosh x-\sinh x$. Then $f(0)=0$ and

$$f'(x)=\cosh x+x\sinh x-\cosh x=x\sinh x\ge0\qquad(x\ge0),$$

so $f(a)\ge f(0)=0$.

Here $a$ is any non-negative real number. In the code, `hd` is the derivative and `hm` the monotonicity of $f$ on $[0,\infty)$, which is then applied to the points $0$ and $a$.

```lean
/-- For `a ≥ 0` one has `sinh a ≤ a cosh a`. -/
theorem sinh_le_mul_cosh {a : ℝ} (ha : 0 ≤ a) : Real.sinh a ≤ a * Real.cosh a := by
  have hd : ∀ x : ℝ, HasDerivAt (fun y : ℝ => y * Real.cosh y - Real.sinh y)
      (x * Real.sinh x) x := fun x =>
    (((hasDerivAt_id' x).fun_mul (Real.hasDerivAt_cosh x)).fun_sub
      (Real.hasDerivAt_sinh x)).congr_deriv (by ring)
  have hm : MonotoneOn (fun y : ℝ => y * Real.cosh y - Real.sinh y) (Set.Ici 0) := by
    apply monotoneOn_of_deriv_nonneg (convex_Ici 0)
    · exact fun x _ => (hd x).continuousAt.continuousWithinAt
    · exact fun x _ => (hd x).differentiableAt.differentiableWithinAt
    · intro x hx
      have hx' : 0 < x := by simpa using hx
      rw [(hd x).deriv]
      exact mul_nonneg hx'.le (Real.sinh_nonneg_iff.mpr hx'.le)
  have h1 := hm (Set.mem_Ici.mpr le_rfl) (Set.mem_Ici.mpr ha) ha
  simpa using h1
```

## (f) An upper bound on the surviving amplitude

Under the conditions of (d), show that

$$|z|^{2N}\le\exp\!\left(-\frac{Nh}{\sqrt{t^2+(h/2)^2}}\right).$$

**Solution.** Since $h=2t\sinh a$,

$$\sqrt{t^2+(h/2)^2}=t\sqrt{1+\sinh^2a}=t\cosh a .$$

By (e),

$$\frac{Nh}{t\cosh a}=\frac{2N\sinh a}{\cosh a}\le 2Na ,$$

and $|z|^{2N}=e^{-2Na}$ by (d).

For $t=1$, $h=\tfrac32$, $N=1$ the root is $\tfrac54$ and the bound is $e^{-6/5}\approx0.301$, so the exact value $0.25$ lies between $0.223$ and $0.301$. For $h/t=10^{-3}$ and $N=1000$ both bounds round to $0.368$: a broadening of a thousandth of the hopping removes about 63% of the squared amplitude over a thousand sites.

The Lean proof replaces the root by $t\cosh a$ in `hsq`, clears the denominator, and finishes with the `calc` chain.

```lean
/-- Over `N` sites the squared amplitude of the decaying Bloch wave is multiplied by at most `exp
(-N h / √(t² + (h/2)²))`. -/
theorem absorption_upper_bound {t h : ℝ} (ht : 0 < t) (hh : 0 < h) {z : ℂ}
    (hz1 : ‖z‖ < 1) (hz : -(t : ℂ) * (z ^ 2 + 1) = I * h * z) (N : ℕ) :
    ‖z‖ ^ (2 * N) ≤ Real.exp (-(N * h / √(t ^ 2 + (h / 2) ^ 2))) := by
  rw [(artificial_absorption ht hh hz1 hz N).1, Real.exp_le_exp, neg_le_neg_iff]
  have ha : 0 ≤ Real.arsinh (h / (2 * t)) := Real.arsinh_nonneg_iff.mpr (by positivity)
  have hs : h = 2 * t * Real.sinh (Real.arsinh (h / (2 * t))) := by
    rw [Real.sinh_arsinh]
    field_simp
  generalize Real.arsinh (h / (2 * t)) = a at ha hs ⊢
  have hc : 0 < Real.cosh a := Real.cosh_pos a
  -- the square root is `t cosh a`
  have hsq : t ^ 2 + (h / 2) ^ 2 = (t * Real.cosh a) ^ 2 := by
    rw [mul_pow, Real.cosh_sq, hs]
    ring
  rw [hsq, Real.sqrt_sq (by positivity), div_le_iff₀ (by positivity)]
  have h1 := mul_le_mul_of_nonneg_left (sinh_le_mul_cosh ha)
    (by positivity : (0 : ℝ) ≤ 2 * N * t)
  calc (N : ℝ) * h = 2 * N * t * Real.sinh a := by rw [hs]; ring
    _ ≤ 2 * N * t * (a * Real.cosh a) := h1
    _ = 2 * N * a * (t * Real.cosh a) := by ring
```

## (g) The kernel as a response to a unit source

Let $t>0$, $|z|<1$ and $-t(z^2+1)=ihz$. Show that

$$ih\,g_n-(Hg)_n=\delta_{n0}.$$

**Solution.** If $n\neq0$, write $|n|=k+1$. The neighbours of $n$ lie at distances $k$ and $k+2$ from the source, so the left-hand side is

$$ihc\,z^{k+1}+tc\,(z^k+z^{k+2})=c\,z^k\bigl[ihz+t(1+z^2)\bigr]=0 .$$

At $n=0$ both neighbours have amplitude $cz$. Multiplying the left-hand side by $z$ gives

$$z\,(ihc+2tcz)=c\,\bigl[-t(z^2+1)+2tz^2\bigr]=ct(z^2-1)=z .$$

The dispersion relation excludes $z=0$, so we may divide by $z$ and obtain $1$. The denominator of $c$ is nonzero because $|z|<1$ excludes $z^2=1$.

The `if` expression is $\delta_{n0}$. The proof separates $n=0$, $n<0$ and $n>0$, and the sign of $h$ is not assumed. The theorem says that this kernel solves the equation; it makes no statement about other solutions.

```lean
/-- If `z` lies inside the unit disc and obeys the dispersion relation, the kernel `chainGreen t z`
solves `(ih - H) g = δ` for a unit source at site `0`. -/
theorem chainGreen_equation {t h : ℝ} (ht : 0 < t) {z : ℂ}
    (hz1 : ‖z‖ < 1) (hz : -(t : ℂ) * (z ^ 2 + 1) = I * h * z) (n : ℤ) :
    I * h * chainGreen t z n - chainHamiltonian t (chainGreen t z) n =
      if n = 0 then 1 else 0 := by
  have htC : (t : ℂ) ≠ 0 := by exact_mod_cast ht.ne'
  by_cases hn : n = 0
  · subst hn
    have hz0 : z ≠ 0 := by
      rintro rfl
      apply htC
      linear_combination -hz
    have hden : z ^ 2 - 1 ≠ 0 := by
      intro h0
      have h1 : ‖z‖ ^ 2 = 1 := by rw [← norm_pow, sub_eq_zero.mp h0, norm_one]
      nlinarith [norm_nonneg z]
    have hc : z / ((t : ℂ) * (z ^ 2 - 1)) * ((t : ℂ) * (z ^ 2 - 1)) = z :=
      div_mul_cancel₀ z (mul_ne_zero htC hden)
    have h1 : ((0 : ℤ) + 1).natAbs = 1 := rfl
    have h2 : ((0 : ℤ) - 1).natAbs = 1 := rfl
    rw [if_pos rfl]
    unfold chainHamiltonian chainGreen
    rw [h1, h2, Int.natAbs_zero]
    generalize z / ((t : ℂ) * (z ^ 2 - 1)) = c at hc ⊢
    apply mul_left_cancel₀ hz0
    linear_combination (-c) * hz + hc
  · -- on either side of the source the equation reduces to the dispersion relation
    obtain ⟨k, hk⟩ : ∃ k : ℕ, n.natAbs = k + 1 := ⟨n.natAbs - 1, by omega⟩
    rw [if_neg hn]
    unfold chainHamiltonian chainGreen
    generalize z / ((t : ℂ) * (z ^ 2 - 1)) = c
    rcases lt_or_gt_of_ne hn with hneg | hpos
    · have h1 : (n + 1).natAbs = k := by omega
      have h2 : (n - 1).natAbs = k + 2 := by omega
      rw [h1, h2, hk]
      linear_combination (-(c * z ^ k)) * hz
    · have h1 : (n + 1).natAbs = k + 2 := by omega
      have h2 : (n - 1).natAbs = k := by omega
      rw [h1, h2, hk]
      linear_combination (-(c * z ^ k)) * hz
```

## (h) Decay of the kernel away from the source

With $h>0$ as well, show that for every integer $n$

$$|g_n|^2=\exp\!\left(-2|n|\operatorname{arsinh}\frac{h}{2t}\right)|g_0|^2 .$$

**Solution.** From $g_n=c\,z^{|n|}$ and $g_0=c$ we get $|g_n|^2=|z|^{2|n|}\,|g_0|^2$. Part (d) with $N=|n|$ gives the exponential.

In the opening chain $z=i/2$, so $g_0=(i/2)/(-5/4)=-\tfrac25i$. Then $|g_0|^2=0.16$ and $|g_{\pm1}|^2=0.04$, again a factor of a quarter per site. The Lean proof substitutes the absorption law at `n.natAbs` and compares the norms of the two products.

```lean
/-- If `z` lies inside the unit disc and obeys the dispersion relation, the squared modulus of the
kernel at distance `|n|` from the source is its value at the source times `exp (-2|n| arsinh (h /
2t))`. -/
theorem chainGreen_decay {t h : ℝ} (ht : 0 < t) (hh : 0 < h) {z : ℂ}
    (hz1 : ‖z‖ < 1) (hz : -(t : ℂ) * (z ^ 2 + 1) = I * h * z) (n : ℤ) :
    ‖chainGreen t z n‖ ^ 2 =
      Real.exp (-(2 * n.natAbs * Real.arsinh (h / (2 * t)))) * ‖chainGreen t z 0‖ ^ 2 := by
  rw [← (artificial_absorption ht hh hz1 hz n.natAbs).1]
  unfold chainGreen
  rw [Int.natAbs_zero, pow_zero, mul_one, norm_mul, norm_pow]
  ring

end

end BandCentreAbsorption
```

```lean
#print axioms BandCentreAbsorption.artificial_absorption
-- 'BandCentreAbsorption.artificial_absorption' depends on axioms: [propext, Classical.choice, Quot.sound]
#print axioms BandCentreAbsorption.absorption_upper_bound
-- 'BandCentreAbsorption.absorption_upper_bound' depends on axioms: [propext, Classical.choice, Quot.sound]
#print axioms BandCentreAbsorption.chainGreen_equation
-- 'BandCentreAbsorption.chainGreen_equation' depends on axioms: [propext, Classical.choice, Quot.sound]
#print axioms BandCentreAbsorption.chainGreen_decay
-- 'BandCentreAbsorption.chainGreen_decay' depends on axioms: [propext, Classical.choice, Quot.sound]
```
